# Optical binding of two point dipoles in isotropic light: the short-range energy is $-\frac{22}{15}\,Ck^2/R$

Two small polarisable particles exert a force on each other when unpolarised light of a single frequency reaches them equally from all directions. At a distance $R$ much shorter than the wavelength, the leading term of their interaction energy is $-\frac{22}{15}\,Ck^2/R$. Here $k$ is the wavenumber, and the constant $C$ contains the light intensity and the two polarisabilities. The energy depends on the correlation between the light fields at the two particles. Up to a constant factor, this correlation is a $3\times3$ matrix, whose closed form is taken below as a definition and isn't derived from an average over directions.

## The $1/R$ law and its coefficient

Let $n$ be the unit vector along the separation, $R$ the distance, $k$ the wavenumber and $x=kR$. With
$$P=1-nn^T,\qquad Q=1-3nn^T,$$
the retarded dipole–dipole coupling, with $1/R^3$ taken out, and the field correlation are
$$V=(\cos x+x\sin x)\,Q-x^2\cos x\,P,$$
$$W=\frac{\sin x}{x}\,P+\Big(\frac{\cos x}{x^2}-\frac{\sin x}{x^3}\Big)Q.$$

The averaged binding energy is $U(R)=C\,\mathrm{tr}(VW)/R^3$. The constant $C$ collects the light intensity and the two polarisabilities, which are taken as real scalars, and it doesn't depend on $R$. It is positive when the polarisabilities have the same sign. The results are
$$\frac{\mathrm{tr}(VW)}{x^2}\to-\frac{22}{15}\quad(x\to0),$$
$$R\,U\to-\frac{22}{15}Ck^2,\qquad R^2\Big(-\frac{dU}{dR}\Big)\to-\frac{22}{15}Ck^2\quad(R\to0^+).$$

For $C>0$ the force is therefore attractive at sufficiently short distance. The static $1/R^3$ interaction averages out, because $W\to\frac23\,1$ and $\mathrm{tr}\,Q=0$.

In molecular QED this contraction gives the leading light-induced pair energy, within the model of two point dipoles with scalar polarisabilities and light of one frequency.

## Cancellation at small $kR$ in a pair-force routine

A simulation with light-induced pair forces can evaluate the energy from the closed form $\mathrm{tr}(VW)=N(x)/x^3$, where
$$N(x)=(-x^4+5x^2-3)\sin2x+(6x-2x^3)\cos2x.$$
At small $x$ the two terms of $N$ are close to $-6x$ and $+6x$, while their sum is only of order $x^5$.

Take a wavelength of 10 µm and a separation of 2 nm, so that $x\approx1.3\times10^{-3}$. The two terms are then about $7.5\times10^{-3}$ in size and their sum is about $-4.6\times10^{-15}$. In double precision roughly four digits of the sum survive. The limiting form $U\approx-\frac{22}{15}Ck^2/R$ has a relative error near $10^{-6}$ at the same point, as the next term of the series shows. A routine that switches to the limiting form below a chosen $x$ relies on the coefficient $-22/15$ for the energy and the force.

## From the trace to $-22/15$

**The trace.** Since $|n|=1$, we have $\mathrm{tr}\,P^2=2$, $\mathrm{tr}\,PQ=2$ and $\mathrm{tr}\,Q^2=6$. Write $c=\cos x$ and $s=\sin x$. Multiplying out and clearing denominators gives
$$x^3\,\mathrm{tr}(VW)=2(c+xs)x^2s+6(c+xs)(xc-s)-2x^4cs-2x^2c(xc-s).$$
Collecting terms gives
$$x^3\,\mathrm{tr}(VW)=(-2x^4+10x^2-6)\,cs+(6x-2x^3)(c^2-s^2),$$
which is $N(x)$ by the double-angle formulas.

**The slope.** In $N'$ the coefficient of $\sin2x$ is
$$(-4x^3+10x)-2(6x-2x^3)=-2x,$$
and that of $\cos2x$ is
$$(6-6x^2)+2(-x^4+5x^2-3)=4x^2-2x^4.$$
Hence
$$N'(x)=(4x^2-2x^4)\cos2x-2x\sin2x.$$

**The limit of the slope.** Adding and subtracting $4/x^2$ gives
$$\frac{N'}{x^4}=4\,\frac{\cos2x-1}{x^2}-2\cos2x-2\,\frac{\sin2x-2x}{x^3}.$$
The first quotient equals $-2(\sin x/x)^2$ and tends to $-2$. For the last one, L'Hôpital's rule leads to
$$\frac{2\cos2x-2}{3x^2}\to-\frac43.$$
Therefore $N'/x^4\to-8-2+\frac83=-\frac{22}{3}$.

**The coefficient.** Both $N$ and $x^5$ vanish at $0$, so L'Hôpital's rule gives
$$\lim_{x\to0}\frac{N}{x^5}=\lim_{x\to0}\frac{N'}{5x^4}=-\frac{22}{15}.$$
This is the limit of $\mathrm{tr}(VW)/x^2$.

**Energy and force.** Substituting $x=kR$ gives $R\,U=Ck^2\,\mathrm{tr}(VW)/x^2$, and hence the energy limit. An asymptotic form can't in general be differentiated term by term, so the force is computed from the full energy $U=C\,N(kR)/(k^3R^6)$:
$$R^2\Big(-\frac{dU}{dR}\Big)=Ck^2\Big(\frac{6N(x)}{x^5}-\frac{N'(x)}{x^4}\Big)\to Ck^2\Big(-\frac{132}{15}+\frac{110}{15}\Big)=-\frac{22}{15}Ck^2.$$

**A wrong coefficient from freezing the field.** At short distance both particles see nearly the same field, which suggests replacing $W$ by its limit $\frac23\,1$. Then $\mathrm{tr}(VW)$ becomes $\frac23\,\mathrm{tr}\,V=-\frac43x^2\cos x$, and the coefficient comes out as $-20/15$. The missing $-2/15$ comes from the $x^2$ term of $W$ multiplied by the static part $Q$ of the coupling.

## The definitions and proofs in Lean

```lean
import Mathlib

open Matrix Filter Topology
open Real (sin cos)

namespace OpticalBinding

noncomputable section

/-- The projector `P = 1 - n nᵀ` onto the plane transverse to a unit vector `n`. -/
def transverse (n : Fin 3 → ℝ) : Matrix (Fin 3) (Fin 3) ℝ := 1 - vecMulVec n n

/-- The static dipole-dipole tensor `Q = 1 - 3 n nᵀ` for a unit vector `n`. -/
def dipolar (n : Fin 3 → ℝ) : Matrix (Fin 3) (Fin 3) ℝ := 1 - (3 : ℝ) • vecMulVec n n

/-- For a unit vector `n`, the retarded dipole-dipole coupling at `x = k R`, with the factor
`1 / R ^ 3` taken out. -/
def coupling (n : Fin 3 → ℝ) (x : ℝ) : Matrix (Fin 3) (Fin 3) ℝ :=
  (cos x + x * sin x) • dipolar n - (x ^ 2 * cos x) • transverse n

/-- The isotropic field correlation between two points at `x = k R`, for a unit vector `n` and
`x ≠ 0`. -/
def correlation (n : Fin 3 → ℝ) (x : ℝ) : Matrix (Fin 3) (Fin 3) ℝ :=
  (sin x / x) • transverse n + (cos x / x ^ 2 - sin x / x ^ 3) • dipolar n

/-- The numerator of the averaged binding energy as a function of `x = k R`. -/
def profile (x : ℝ) : ℝ :=
  (-x ^ 4 + 5 * x ^ 2 - 3) * sin (2 * x) + (6 * x - 2 * x ^ 3) * cos (2 * x)

/-- The closed form of the slope of `profile`. -/
def profileSlope (x : ℝ) : ℝ :=
  (4 * x ^ 2 - 2 * x ^ 4) * cos (2 * x) - 2 * x * sin (2 * x)

/-- The averaged binding energy at distance `R > 0` along a unit vector `n`, for wavenumber `k > 0`;
the constant `C` collects the intensity and the polarisabilities. -/
def bindingEnergy (C k : ℝ) (n : Fin 3 → ℝ) (R : ℝ) : ℝ :=
  C * trace (coupling n (k * R) * correlation n (k * R)) / R ^ 3

/-- For a unit vector `n` and `x ≠ 0`, the contraction of coupling and correlation is
`profile x / x ^ 3`. -/
theorem trace_closed_form {n : Fin 3 → ℝ} (hn : n ⬝ᵥ n = 1) {x : ℝ} (hx : x ≠ 0) :
    trace (coupling n x * correlation n x) = profile x / x ^ 3 := by
  -- trace of a product of two tensors that are symmetric about the axis `n`
  have axial : ∀ a b c d : ℝ, trace ((a • (1 : Matrix (Fin 3) (Fin 3) ℝ) + b • vecMulVec n n)
      * (c • (1 : Matrix (Fin 3) (Fin 3) ℝ) + d • vecMulVec n n))
      = 3 * a * c + a * d + b * c + b * d := by
    intro a b c d
    simp only [dotProduct, Fin.sum_univ_three] at hn
    simp [Matrix.trace, Matrix.mul_apply, Fin.sum_univ_three, vecMulVec_apply, Matrix.one_apply]
    linear_combination
      (a * d + b * c + b * d * (n 0 * n 0 + n 1 * n 1 + n 2 * n 2 + 1)) * hn
  have hV : coupling n x = (cos x + x * sin x - x ^ 2 * cos x) • 1
      + (x ^ 2 * cos x - 3 * (cos x + x * sin x)) • vecMulVec n n := by
    simp only [coupling, transverse, dipolar]
    module
  have hW : correlation n x = (sin x / x + (cos x / x ^ 2 - sin x / x ^ 3)) • 1
      + (-(sin x / x) - 3 * (cos x / x ^ 2 - sin x / x ^ 3)) • vecMulVec n n := by
    simp only [correlation, transverse, dipolar]
    module
  rw [hV, hW, axial, profile, Real.sin_two_mul, Real.cos_two_mul']
  field_simp
  ring

/-- The derivative of `profile` is `profileSlope`. -/
theorem hasDerivAt_profile (x : ℝ) : HasDerivAt profile (profileSlope x) x := by
  have h2 : HasDerivAt (fun y : ℝ => 2 * y) 2 x := by
    simpa using (hasDerivAt_id x).const_mul 2
  have hp : HasDerivAt (fun y : ℝ => -y ^ 4 + 5 * y ^ 2 - 3) (-4 * x ^ 3 + 10 * x) x :=
    (((hasDerivAt_pow 4 x).fun_neg.fun_add
      ((hasDerivAt_pow 2 x).const_mul 5)).sub_const 3).congr_deriv (by norm_num; ring)
  have hq : HasDerivAt (fun y : ℝ => 6 * y - 2 * y ^ 3) (6 - 6 * x ^ 2) x :=
    (((hasDerivAt_id' x).const_mul 6).fun_sub
      ((hasDerivAt_pow 3 x).const_mul 2)).congr_deriv (by norm_num; ring)
  refine ((hp.fun_mul h2.sin).fun_add (hq.fun_mul h2.cos)).congr_deriv ?_
  rw [profileSlope]
  ring

/-- At short distance the slope of `profile` behaves as `-(22/3) x ^ 4`. -/
theorem profileSlope_limit :
    Tendsto (fun x => profileSlope x / x ^ 4) (𝓝[≠] 0) (𝓝 (-22 / 3)) := by
  have hs : Tendsto (fun x => sin x / x) (𝓝[≠] 0) (𝓝 1) := by
    simpa [div_eq_inv_mul] using (Real.hasDerivAt_sin 0).tendsto_slope_zero
  have hc : Tendsto (fun x => cos (2 * x)) (𝓝[≠] 0) (𝓝 1) :=
    ((by fun_prop : Continuous fun x : ℝ => cos (2 * x)).tendsto' 0 1 (by simp)).mono_left
      nhdsWithin_le_nhds
  -- second-order term of the cosine
  have hA : Tendsto (fun x => (cos (2 * x) - 1) / x ^ 2) (𝓝[≠] 0) (𝓝 (-2)) := by
    have h := (hs.pow 2).const_mul (-2)
    rw [one_pow, mul_one] at h
    refine h.congr fun x => ?_
    rw [Real.cos_two_mul, Real.cos_sq', div_pow]
    ring
  -- third-order term of the sine, by L'Hôpital's rule
  have hB : Tendsto (fun x => (sin (2 * x) - 2 * x) / x ^ 3) (𝓝[≠] 0) (𝓝 (-4 / 3)) := by
    have hd : ∀ x : ℝ, HasDerivAt (fun y => sin (2 * y) - 2 * y) (cos (2 * x) * 2 - 2) x := by
      intro x
      have h2 : HasDerivAt (fun y : ℝ => 2 * y) 2 x := by
        simpa using (hasDerivAt_id x).const_mul 2
      exact h2.sin.fun_sub h2
    refine HasDerivAt.lhopital_zero_nhdsNE (f' := fun x => cos (2 * x) * 2 - 2)
      (g' := fun x => 3 * x ^ 2) (Eventually.of_forall hd)
      (Eventually.of_forall fun x => by simpa using hasDerivAt_pow 3 x) ?_
      (((by fun_prop : Continuous fun x : ℝ => sin (2 * x) - 2 * x).tendsto' 0 0
        (by simp)).mono_left nhdsWithin_le_nhds)
      (((continuous_pow 3).tendsto' 0 0 (by simp)).mono_left nhdsWithin_le_nhds) ?_
    · filter_upwards [self_mem_nhdsWithin] with x hx
      have hx' : x ≠ 0 := hx
      positivity
    · have h := hA.const_mul (2 / 3)
      rw [show (2 / 3 * -2 : ℝ) = -4 / 3 by norm_num] at h
      refine h.congr fun x => ?_
      show 2 / 3 * ((cos (2 * x) - 1) / x ^ 2) = (cos (2 * x) * 2 - 2) / (3 * x ^ 2)
      ring
  have h := ((hA.const_mul 4).sub (hc.const_mul 2)).sub (hB.const_mul 2)
  rw [show (4 * -2 - 2 * 1 - 2 * (-4 / 3) : ℝ) = -22 / 3 by norm_num] at h
  refine h.congr' ?_
  filter_upwards [self_mem_nhdsWithin] with x hx
  have hx' : x ≠ 0 := hx
  rw [profileSlope]
  field_simp
  ring

/-- At short distance `profile` behaves as `-(22/15) x ^ 5`. -/
theorem profile_limit : Tendsto (fun x => profile x / x ^ 5) (𝓝[≠] 0) (𝓝 (-22 / 15)) := by
  have h0 : Tendsto profile (𝓝[≠] 0) (𝓝 0) := by
    have h := (hasDerivAt_profile 0).continuousAt.tendsto
    rw [show profile 0 = 0 by simp [profile]] at h
    exact h.mono_left nhdsWithin_le_nhds
  have h5 : Tendsto (fun x : ℝ => x ^ 5) (𝓝[≠] 0) (𝓝 0) :=
    ((continuous_pow 5).tendsto' 0 0 (by simp)).mono_left nhdsWithin_le_nhds
  -- L'Hôpital's rule reduces the claim to the slope
  refine HasDerivAt.lhopital_zero_nhdsNE (f' := profileSlope) (g' := fun x => 5 * x ^ 4)
    (Eventually.of_forall hasDerivAt_profile)
    (Eventually.of_forall fun x => by simpa using hasDerivAt_pow 5 x) ?_ h0 h5 ?_
  · filter_upwards [self_mem_nhdsWithin] with x hx
    have hx' : x ≠ 0 := hx
    positivity
  · have h := profileSlope_limit.div_const 5
    rw [show (-22 / 3 / 5 : ℝ) = -22 / 15 by norm_num] at h
    refine h.congr fun x => ?_
    rw [div_div, mul_comm]

/-- For a unit vector `n`, the contraction of coupling and correlation divided by `x ^ 2` tends
to `-22/15` as `x = k R` tends to zero. -/
theorem trace_limit {n : Fin 3 → ℝ} (hn : n ⬝ᵥ n = 1) :
    Tendsto (fun x => trace (coupling n x * correlation n x) / x ^ 2) (𝓝[≠] 0)
      (𝓝 (-22 / 15)) := by
  refine profile_limit.congr' ?_
  filter_upwards [self_mem_nhdsWithin] with x hx
  rw [trace_closed_form hn hx, div_div, ← pow_add]

/-- Multiplication by a wavenumber `k > 0` carries short separations to small `x = k R`. -/
theorem tendsto_scale {k : ℝ} (hk : 0 < k) :
    Tendsto (fun R => k * R) (𝓝[>] 0) (𝓝[≠] 0) := by
  refine tendsto_nhdsWithin_iff.mpr ⟨?_, ?_⟩
  · exact ((continuous_const.mul continuous_id).tendsto' 0 0 (by simp)).mono_left
      nhdsWithin_le_nhds
  · filter_upwards [self_mem_nhdsWithin] with R hR
    exact (mul_pos hk hR).ne'

/-- For a unit vector `n` and `k > 0`, the averaged binding energy at short separation `R`
behaves as `-(22/15) C k ^ 2 / R`. -/
theorem energy_limit {n : Fin 3 → ℝ} (hn : n ⬝ᵥ n = 1) (C : ℝ) {k : ℝ} (hk : 0 < k) :
    Tendsto (fun R => R * bindingEnergy C k n R) (𝓝[>] 0) (𝓝 (C * k ^ 2 * (-22 / 15))) := by
  refine (((trace_limit hn).comp (tendsto_scale hk)).const_mul (C * k ^ 2)).congr' ?_
  filter_upwards [self_mem_nhdsWithin] with R hR
  have hR' : R ≠ 0 := ne_of_gt hR
  have hk' := hk.ne'
  simp only [Function.comp_apply, bindingEnergy]
  field_simp

/-- For a unit vector `n` and `k > 0`, the radial force `-dU/dR` of the averaged binding energy
at short separation `R` behaves as `-(22/15) C k ^ 2 / R ^ 2`. -/
theorem force_limit {n : Fin 3 → ℝ} (hn : n ⬝ᵥ n = 1) (C : ℝ) {k : ℝ} (hk : 0 < k) :
    Tendsto (fun R => R ^ 2 * -deriv (bindingEnergy C k n) R) (𝓝[>] 0)
      (𝓝 (C * k ^ 2 * (-22 / 15))) := by
  have hk' := hk.ne'
  have hlim := (((profile_limit.const_mul 6).sub profileSlope_limit).comp
    (tendsto_scale hk)).const_mul (C * k ^ 2)
  rw [show (6 * (-22 / 15) - -22 / 3 : ℝ) = -22 / 15 by norm_num] at hlim
  refine hlim.congr' ?_
  filter_upwards [self_mem_nhdsWithin] with R hR
  have hR' : R ≠ 0 := ne_of_gt hR
  -- near `R` the energy is `C * profile (k r) / (k ^ 3 r ^ 6)`
  have hU : bindingEnergy C k n =ᶠ[𝓝 R] fun r => C * profile (k * r) / (k ^ 3 * r ^ 6) := by
    filter_upwards [isOpen_ne.mem_nhds hR'] with r hr
    have hr' : r ≠ 0 := hr
    rw [bindingEnergy, trace_closed_form hn (mul_ne_zero hk' hr')]
    field_simp
  have h0 : HasDerivAt (fun r : ℝ => k * r) k R := by
    simpa using (hasDerivAt_id R).const_mul k
  have h1 : HasDerivAt (fun r => profile (k * r)) (profileSlope (k * R) * k) R :=
    (hasDerivAt_profile (k * R)).comp R h0
  have h2 : HasDerivAt (fun r : ℝ => k ^ 3 * r ^ 6) (k ^ 3 * (6 * R ^ 5)) R := by
    simpa using (hasDerivAt_pow 6 R).const_mul (k ^ 3)
  have hd := (h1.const_mul C).fun_div h2 (by positivity)
  rw [hU.deriv_eq, hd.deriv]
  simp only [Function.comp_apply]
  field_simp
  ring

end

end OpticalBinding
```

```lean
#print axioms OpticalBinding.energy_limit
-- 'OpticalBinding.energy_limit' depends on axioms: [propext, Classical.choice, Quot.sound]
#print axioms OpticalBinding.force_limit
-- 'OpticalBinding.force_limit' depends on axioms: [propext, Classical.choice, Quot.sound]
```

## What the theorems say about the model and about real particles

The vector `n : Fin 3 → ℝ` is the separation direction, and the hypothesis `n ⬝ᵥ n = 1` makes it a unit vector. The matrices $P$, $Q$, $V$ and $W$ are `transverse`, `dipolar`, `coupling` and `correlation`. The name `transverse` refers to the plane perpendicular to the separation, not to the propagation direction of the light. The functions $N$ and $N'$ are `profile` and `profileSlope`.

In words, `trace_limit` says that for every unit vector `n` the trace divided by `x ^ 2` tends to $-22/15$ as `x` approaches zero from either side, with zero itself excluded (`𝓝[≠] 0`). The theorems `energy_limit` and `force_limit` hold for every real `C` and every `k > 0`, with `R` approaching zero through positive values (`𝓝[>] 0`). The force is minus the derivative of `bindingEnergy` in `R`, at fixed `C`, `k` and `n`.

The proofs follow the derivation closely:

- `trace_closed_form` expands both matrices in $1$ and $nn^T$ instead of $P$ and $Q$. Its inner statement `axial` gives the trace of a product of two such matrices, and the `linear_combination` step is where $|n|=1$ enters. The double-angle formulas then produce `profile`.
- `hasDerivAt_profile` is the product rule for $N$.
- `profileSlope_limit` uses the three-term splitting above. Its `hA` and `hB` are the cosine and sine quotients.
- `profile_limit` applies L'Hôpital's rule to $N/x^5$, and `trace_limit` carries the result over to the trace.
- `tendsto_scale` shows that `k * R` tends to zero without reaching it, which `energy_limit` needs for the substitution $x=kR$.
- `force_limit` replaces the energy near each $R>0$ by $C\,N(kr)/(k^3r^6)$, where $r$ is the variable distance. It then differentiates the quotient and combines the limits of $N/x^5$ and $N'/x^4$.

The theorems give limits, with no error bound at finite $kR$. The error estimate and the rounding figures quoted for the 2 nm example come from ordinary series expansion and floating-point arithmetic, not from the Lean proofs.

The step from the model to an experiment is the identification of `bindingEnergy` with the interaction energy of two actual particles. It assumes isotropic light, the closed form of $W$, particles that don't absorb the light and have scalar polarisabilities, and one scattering event between the particles. It also treats them as points while $R$ goes to zero. For particles of finite size the $1/R$ law can therefore apply only where $R$ is much smaller than the wavelength and still much larger than the particles. Other forces between them, such as van der Waals attraction, have to be added separately.
